# The spectrum of a one-dimensional periodic supercell is the combined spectrum of its Bloch matrices at M k-points

**Q.** Before I accept any theorem about supercells, tell me which matrix you mean and which sign conventions you use.

**A.** Take M ≥ 1 cells on a ring, labelled by R in the integers modulo M, with the same finite set B of orbitals a, b in each cell. In Lean the cell labels form the type `ZMod M`, `[NeZero M]` says that M is not zero, and `B` is any finite type.

```lean
import Mathlib

open scoped Real

namespace SupercellSampling

noncomputable section

variable {M : ℕ} [NeZero M] {B : Type*} [Fintype B] [DecidableEq B]
```

The k-points carry labels k from the same group, and the Bloch phase of cell R is

φ_k(R) = exp(2πikR/M).

Lean takes it from the standard additive character of `ZMod M`.

```lean
/-- The Bloch phase `exp(2πi k R / M)` of cell `R` at the k-point labelled by `k`. -/
def phase (k R : ZMod M) : ℂ := ZMod.stdAddChar (R * k)
```

The hopping matrices h(R) are arbitrary complex matrices on B. The supercell Hamiltonian is

H((R,a),(R',b)) = h(R − R')(a,b).

The argument of h is the row cell minus the column cell. This difference is taken modulo M, which is the Born-von Karman condition.

```lean
/-- The supercell Hamiltonian: the amplitude between orbitals in cells `R` and `R'`
is given by the hopping matrix `h (R - R')`. -/
def supercell (h : ZMod M → Matrix B B ℂ) : Matrix (ZMod M × B) (ZMod M × B) ℂ :=
  Matrix.of fun x y => h (x.1 - y.1) x.2 y.2
```

With that choice the Bloch matrix carries a minus sign in the exponent:

H(k) = Σ_R exp(−2πikR/M) h(R).

The phase depends on the cell only, and not on where an orbital sits inside it.

```lean
/-- The Bloch Hamiltonian `H(k) = ∑ R, exp(-2πi k R / M) h(R)`. -/
def bloch (h : ZMod M → Matrix B B ℂ) (k : ZMod M) : Matrix B B ℂ :=
  ∑ R, phase k (-R) • h R
```

**Q.** In a crystal R runs over all integers. Your h lives on a ring.

**A.** If the crystal has finite-range hoppings t(n), set h(R) to the sum of t(n) over all n equal to R modulo M. The phases at the allowed k-points don't distinguish n from n + M, so H(k) is then the crystal's own Bloch matrix at wavevector 2πk/M per cell. This folding is my gloss on the physics; the theorem starts from a given h on the ring.

**Q.** And the change of basis?

**A.** It needs three more matrices. The first, W, has the Bloch waves as its columns:

W((R,a),(k,b)) = δ_ab φ_k(R).

These columns have norm √M. Normalised Bloch waves would carry a factor 1/√M.

```lean
/-- The matrix whose columns are the Bloch waves, labelled by k-point and orbital. -/
def waves (M : ℕ) [NeZero M] (B : Type*) [DecidableEq B] :
    Matrix (ZMod M × B) (ZMod M × B) ℂ :=
  Matrix.of fun x y => if x.2 = y.2 then phase y.1 x.1 else 0
```

The second, F, goes from cells back to k-points and carries the whole factor 1/M:

F((k,a),(R,b)) = δ_ab φ_k(−R)/M.

```lean
/-- The discrete Fourier analysis matrix, from cells to k-points. -/
def analysis (M : ℕ) [NeZero M] (B : Type*) [DecidableEq B] :
    Matrix (ZMod M × B) (ZMod M × B) ℂ :=
  Matrix.of fun x y => if x.2 = y.2 then (M : ℂ)⁻¹ * phase x.1 (-y.1) else 0
```

The third, D, has the Bloch matrices as blocks and nothing between different k-points:

D((k,a),(k',b)) = δ_kk' H(k)(a,b).

```lean
/-- The k-resolved Hamiltonian: one block `H(k)` for each k-point and no coupling
between different k-points. -/
def kResolved (h : ZMod M → Matrix B B ℂ) : Matrix (ZMod M × B) (ZMod M × B) ℂ :=
  Matrix.of fun x y => if x.1 = y.1 then bloch h x.1 x.2 y.2 else 0
```

**Q.** "Standard additive character" could hide a different phase. How do I know that it is the exponential I would write?

**A.** The first lemma says so. If an integer n represents the cell, the phase is exp(2πink/M), with k represented by `k.val`, one of 0, …, M − 1. Replacing n by n + M multiplies the exponential by exp(2πik) = 1, so the choice of representative doesn't matter.

```lean
/-- The phase of the cell with integer label `n` is `exp(2πi n k / M)`. -/
theorem phase_intCast (k : ZMod M) (n : ℤ) :
    phase k (n : ZMod M) = Complex.exp (2 * π * Complex.I * (n * k.val) / M) := by
  have e : ((n * (k.val : ℤ) : ℤ) : ZMod M) = n * k := by
    rw [Int.cast_mul, Int.cast_natCast, ZMod.natCast_zmod_val]
  rw [phase, ← e, ZMod.stdAddChar_coe, Int.cast_mul, Int.cast_natCast]
```

The other property we need is the composition of translations, φ_k(R + S) = φ_k(R) φ_k(S). It follows from adding exponents.

```lean
/-- Translations compose: the phase of a sum of lattice vectors is the product of phases. -/
theorem phase_add (k R S : ZMod M) : phase k (R + S) = phase k R * phase k S := by
  unfold phase
  rw [add_mul, AddChar.map_add_eq_mul]
```

**Q.** Now show me that the Bloch waves form a complete basis.

**A.** Start with the overlap of two phases:

Σ_R φ_k(−R) φ_k'(R) = Σ_R q^R, with q = exp(2πi(k' − k)/M).

If k = k', every term is 1 and the sum is M. If k ≠ k', then q ≠ 1 but q^M = 1, so the geometric sum is (q^M − 1)/(q − 1) = 0. Lean combines the two phases into one character in the same way. It then uses `ZMod.isPrimitive_stdAddChar`, which supplies the fact that a nonzero k' − k gives a nontrivial character.

```lean
/-- Bloch phases at different k-points are orthogonal over the supercell. -/
theorem phase_orthogonal (k k' : ZMod M) :
    ∑ R, phase k (-R) * phase k' R = if k = k' then (M : ℂ) else 0 := by
  have h1 : ∀ R : ZMod M,
      phase k (-R) * phase k' R = ZMod.stdAddChar (R * (k' - k)) := by
    intro R
    unfold phase
    rw [← AddChar.map_add_eq_mul]
    congr 1
    ring
  rw [Finset.sum_congr rfl fun R _ => h1 R,
    AddChar.sum_mulShift _ (ZMod.isPrimitive_stdAddChar M)]
  by_cases hk : k = k'
  · subst hk
    simp [ZMod.card]
  · rw [if_neg (sub_ne_zero.mpr (Ne.symm hk)), if_neg hk, Nat.cast_zero]
```

Multiplying F by W gives

(FW)((k,a),(k',b)) = δ_ab (1/M) Σ_R φ_k(−R) φ_k'(R) = δ_ab δ_kk'.

So FW = 1. Both matrices are square, of size M|B|, so WF = 1 as well and the Bloch waves form a basis. The Lean proof removes the orbital sum with the Kronecker delta, applies orthogonality and treats equal and unequal labels separately.

```lean
/-- Fourier analysis inverts the matrix of Bloch waves. -/
theorem analysis_mul_waves : analysis M B * waves M B = 1 := by
  have hM : (M : ℂ) ≠ 0 := Nat.cast_ne_zero.mpr (NeZero.ne M)
  ext ⟨k, a⟩ ⟨k', b⟩
  simp only [analysis, waves, Matrix.mul_apply, Matrix.of_apply, Fintype.sum_prod_type,
    ite_mul, zero_mul, Finset.sum_ite_eq, Finset.mem_univ, if_true]
  by_cases hab : a = b
  · subst hab
    simp only [↓reduceIte, mul_assoc, ← Finset.mul_sum, phase_orthogonal]
    by_cases hk : k = k' <;> simp [Matrix.one_apply, hk, hM]
  · simp [hab]
```

**Q.** Where does translation invariance enter?

**A.** In the next step, where H acts on a Bloch wave:

(HW)((R,a),(k,b)) = Σ_R' h(R − R')(a,b) φ_k(R').

Put S = R − R'. Then R' = R − S and φ_k(R') = φ_k(R) φ_k(−S), so

(HW)((R,a),(k,b)) = φ_k(R) Σ_S φ_k(−S) h(S)(a,b) = φ_k(R) H(k)(a,b).

The right-hand side is (WD)((R,a),(k,b)), hence HW = WD. The relabelling is allowed because S runs over the whole ring exactly once as R' does. In Lean that is `Equiv.subLeft R`, and the equation `e` is the splitting of the phase.

```lean
/-- The supercell Hamiltonian times the matrix of Bloch waves equals that matrix times the
k-resolved Hamiltonian. -/
theorem supercell_mul_waves (h : ZMod M → Matrix B B ℂ) :
    supercell h * waves M B = waves M B * kResolved h := by
  ext ⟨R, a⟩ ⟨k, b⟩
  simp only [supercell, waves, kResolved, Matrix.mul_apply, Matrix.of_apply,
    Fintype.sum_prod_type, ite_mul, zero_mul, Finset.sum_ite_eq, Finset.mem_univ, if_true]
  simp only [mul_ite, mul_zero, Finset.sum_ite_eq', Finset.mem_univ, if_true]
  simp only [bloch, Matrix.sum_apply, Matrix.smul_apply, smul_eq_mul, Finset.mul_sum]
  -- relabel the lattice sum by the relative position of the two cells
  refine Fintype.sum_equiv (Equiv.subLeft R) _ _ fun R' => ?_
  simp only [Equiv.subLeft_apply]
  have e : phase k R' = phase k R * phase k (-(R - R')) := by
    rw [← phase_add]
    congr 1
    abel
  rw [e]
  ring
```

**Q.** Fine, H is block diagonal in the Bloch basis. I still want the multiplicities.

**A.** That is why the theorem is about characteristic polynomials. Write χ for the characteristic polynomial, χ_A(X) = det(X·1 − A). Since D has no entries between different k-points, X·1 − D is block diagonal too, and its determinant is the product over the blocks:

χ_D(X) = Π_k det(X·1 − H(k)) = Π_k χ_H(k)(X).

Mathlib's `Matrix.blockDiagonal` lists the orbital before the block label, so the proof first swaps the two indices. It then shows that X·1 − D has the blocks X·1 − H(k) and takes the determinant.

```lean
/-- The characteristic polynomial of the k-resolved Hamiltonian is the product of those
of its blocks. -/
theorem charpoly_kResolved (h : ZMod M → Matrix B B ℂ) :
    (kResolved h).charpoly = ∏ k, (bloch h k).charpoly := by
  have e : kResolved h = Matrix.reindex (Equiv.prodComm B (ZMod M))
      (Equiv.prodComm B (ZMod M)) (Matrix.blockDiagonal (bloch h)) := by
    ext ⟨k, a⟩ ⟨k', b⟩
    simp [kResolved, Matrix.blockDiagonal_apply]
  have c : (Matrix.blockDiagonal (bloch h)).charmatrix =
      Matrix.blockDiagonal fun k => (bloch h k).charmatrix := by
    ext1 ⟨a, k⟩ ⟨b, k'⟩
    by_cases hk : k = k' <;> by_cases hab : a = b <;>
      simp [Matrix.blockDiagonal_apply, hk, hab]
  rw [e, Matrix.charpoly_reindex, Matrix.charpoly, c, Matrix.det_blockDiagonal]
  rfl
```

From HW = WD and WF = 1 we get H = WDF. Therefore

det(X·1 − H) = det(W(X·1 − D)F) = det(W) det(F) det(X·1 − D) = det(X·1 − D),

because det(F) det(W) = det(FW) = 1. Lean reaches the same end by moving F cyclically to the front with `Matrix.charpoly_mul_comm` and cancelling FW.

```lean
/-- The characteristic polynomial of the supercell Hamiltonian is the product over k of those of the
Bloch Hamiltonians. -/
theorem charpoly_supercell (h : ZMod M → Matrix B B ℂ) :
    (supercell h).charpoly = ∏ k, (bloch h k).charpoly := by
  have inv : waves M B * analysis M B = 1 := mul_eq_one_comm.mp analysis_mul_waves
  have e : supercell h = waves M B * kResolved h * analysis M B := by
    rw [← supercell_mul_waves, mul_assoc, inv, mul_one]
  -- a change of basis leaves the characteristic polynomial unchanged
  rw [e, Matrix.charpoly_mul_comm, ← mul_assoc, analysis_mul_waves, one_mul,
    charpoly_kResolved]
```

**Q.** Read me that statement in words, hypotheses included.

**A.** For every M ≥ 1, every finite orbital set and every family of complex hopping matrices on the ring, the characteristic polynomial of the supercell matrix equals the product, over all M values of k, of the characteristic polynomials of the Bloch matrices. Hermiticity is not assumed. A physical Hamiltonian satisfies h(−R) = h(R)†, which makes H and every H(k) Hermitian, but the theorem also applies to models with gain and loss. For M = 1 the only Bloch matrix is H(0) = h(0), and both sides are its characteristic polynomial.

**Q.** A product of polynomials isn't yet a list of energies.

**A.** Its roots are. The next theorem equates two multisets, that is, lists in which order is ignored and repetition counts. The sum on the right joins the lists from all k-points, so a level that occurs at two different k-points is counted at each of them. The proof uses that the roots of a nonzero product are the roots of its factors taken together; characteristic polynomials are monic and so never zero.

```lean
/-- The eigenvalues of the supercell, listed with algebraic multiplicity, are those of all
the Bloch Hamiltonians collected together. -/
theorem spectrum_supercell (h : ZMod M → Matrix B B ℂ) :
    (supercell h).charpoly.roots = ∑ k, (bloch h k).charpoly.roots := by
  rw [charpoly_supercell]
  exact Polynomial.roots_prod _ _
    (Finset.prod_ne_zero_iff.mpr fun k _ => (Matrix.charpoly_monic _).ne_zero)
```

The multiplicities are algebraic. For a Hermitian H they are the ordinary degeneracies of the levels.

**Q.** What does this leave out of a real material?

**A.** Several things. There is one lattice direction, so a three-dimensional mesh is not covered. The orbitals are treated as orthonormal, since a nontrivial overlap matrix would lead to a generalised eigenvalue problem. The Hamiltonian is a one-particle matrix, and a defect or a distortion that makes the hopping depend on more than R − R' breaks the hypothesis. Within those limits, for a non-interacting periodic model on a finite ring, a supercell calculation at its Γ point and a Γ-centred M-point sampling of the primitive cell give the same levels.

**Q.** How would I meet this step in a program?

**A.** Store the hopping matrices as an array whose first axis is R = 0, …, M − 1. A discrete Fourier transform along that axis, with a minus sign in the exponent and no prefactor, returns all the H(k) at once. Diagonalise each block and join the lists. To check a tight-binding code, build the full supercell matrix as well, diagonalise it and compare the two sorted lists for a Hermitian model. They should agree to rounding error, and a wrap-around bond missing from the supercell matrix often shows up as a mismatch. A wrong sign in the exponent does not: it exchanges H(k) with H(−k) and leaves the joined list unchanged, so test the sign on H(k) itself, at a k where H(k) and H(−k) differ. With dense diagonalisation the cost scales as M|B|³ for the blocks, against (M|B|)³ for the supercell.

**Q.** Then give me a case where I know the answer.

**A.** Take the dimerised chain with two sites per cell, a real hopping v inside the cell and a real hopping w between neighbouring cells. The w bond joins the first site of cell R to the second site of cell R − 1, so it appears in h(1), and its reverse appears in h(−1).

```lean
/-- Hopping matrices of a dimerised chain with two sites per cell: `v` within a cell and
`w` between neighbouring cells. -/
def dimerHopping (v w : ℝ) (R : ZMod M) : Matrix (Fin 2) (Fin 2) ℂ :=
  (if R = 0 then !![0, (v : ℂ); (v : ℂ), 0] else 0) +
    (if R = 1 then !![0, (w : ℂ); 0, 0] else 0) +
    (if R = -1 then !![0, 0; (w : ℂ), 0] else 0)
```

The three contributions are added, which keeps the definition right on the smallest rings. For M = 2 the labels 1 and −1 coincide and both w entries land in the same matrix. For M = 1 all three labels coincide, and the two sites are coupled by v + w.

Write p = φ_k(−1) and q = φ_k(1). The Bloch matrix has zero diagonal and off-diagonal entries v + wp (upper right) and v + wq (lower left). Its trace is 0. Since pq = 1 and p + q = 2 cos(2πk/M), its determinant is

−(v + wp)(v + wq) = −(v² + vw(p + q) + w²pq) = −(v² + w² + 2vw cos(2πk/M)).

A 2×2 matrix has characteristic polynomial X² − (trace)X + determinant, so each k-point contributes the factor

X² − (v² + w² + 2vw cos(2πk/M)).

The Lean proof follows this line. `hpq` and `hsum` are the two facts about the phases, `hb` is the Bloch matrix, and `ht` and `hd` are its trace and determinant.

```lean
/-- For a dimerised ring of `M` cells, the characteristic polynomial is the product over k
of `X² - (v² + w² + 2 v w cos(2πk/M))`. -/
theorem charpoly_dimer_ring (v w : ℝ) :
    (supercell (dimerHopping (M := M) v w)).charpoly =
      ∏ k : ZMod M, (Polynomial.X ^ 2 - Polynomial.C
        ((v ^ 2 + w ^ 2 + 2 * v * w * Real.cos (2 * π * k.val / M) : ℝ) : ℂ)) := by
  rw [charpoly_supercell]
  refine Finset.prod_congr rfl fun k _ => ?_
  have h0 : phase k 0 = 1 := by simp [phase]
  have hpq : phase k (-1) * phase k 1 = 1 := by
    rw [← phase_add, neg_add_cancel, h0]
  -- the two neighbour phases add up to a cosine
  have hsum : phase k (-1) + phase k 1 =
      2 * ((Real.cos (2 * π * k.val / M) : ℝ) : ℂ) := by
    have h1 := phase_intCast k 1
    have h2 := phase_intCast k (-1)
    simp only [Int.cast_neg, Int.cast_one] at h1 h2
    have e1 : 2 * (π : ℂ) * Complex.I * (1 * k.val) / M =
        (2 * π * k.val / M) * Complex.I := by ring
    have e2 : 2 * (π : ℂ) * Complex.I * (-1 * k.val) / M =
        -(2 * π * k.val / M) * Complex.I := by ring
    rw [h1, h2, e1, e2]
    push_cast
    rw [Complex.cos]
    ring
  have hb : bloch (dimerHopping v w) k =
      !![0, v + w * phase k (-1); v + w * phase k 1, 0] := by
    simp only [bloch, dimerHopping, smul_add, smul_ite, smul_zero,
      Finset.sum_add_distrib, Finset.sum_ite_eq', Finset.mem_univ, if_true]
    ext i j
    fin_cases i <;> fin_cases j <;> simp [h0, mul_comm]
  have ht : (bloch (dimerHopping v w) k).trace = 0 := by
    rw [hb]
    simp [Matrix.trace_fin_two]
  have hd : (bloch (dimerHopping v w) k).det =
      -((v ^ 2 + w ^ 2 + 2 * v * w * Real.cos (2 * π * k.val / M) : ℝ) : ℂ) := by
    rw [hb, Matrix.det_fin_two_of]
    simp only [Complex.ofReal_add, Complex.ofReal_mul, Complex.ofReal_pow,
      Complex.ofReal_ofNat]
    linear_combination (-(v : ℂ) * w) * hsum - (w : ℂ) ^ 2 * hpq
  rw [Matrix.charpoly_fin_two, ht, hd, map_zero, map_neg]
  ring

end

end SupercellSampling
```

Setting each factor to zero gives the familiar pair of energies ±√(v² + w² + 2vw cos(2πk/M)) at every k-point, which makes 2M levels for 2M sites.

```lean
#print axioms SupercellSampling.spectrum_supercell
#print axioms SupercellSampling.charpoly_dimer_ring
```

```
'SupercellSampling.spectrum_supercell' depends on axioms: [propext, Classical.choice, Quot.sound]
'SupercellSampling.charpoly_dimer_ring' depends on axioms: [propext, Classical.choice, Quot.sound]
```
